# Counting the full contractions of 2n operators that pair no neighbours

For every natural number $n$, the full contractions of $2n$ operators in a row that contract no two neighbours number $\sum_{k=0}^{n}(-1)^k\binom{2n-k}{k}(2n-2k-1)!!$, where $(-1)!!=1$.

In Lean 4 with Mathlib:

```lean
import Mathlib

open Finset Equiv

namespace NeighbourFreeContractions

/-- The double factorial `(2r-1)!!`, as the product of the first `r` odd numbers. -/
def oddFactorial (r : ℕ) : ℕ := ∏ i ∈ range r, (2 * i + 1)

/-- The full contractions of the operators in `s`: involutions that move exactly the
positions in `s`. -/
def contractions {N : ℕ} (s : Finset (Fin N)) : Finset (Perm (Fin N)) :=
  univ.filter fun σ => (∀ x, σ (σ x) = x) ∧ ∀ x, σ x ≠ x ↔ x ∈ s

/-- `σ` sends no position of the segment of `m` positions starting at `c` to the next position of
the segment. For an involution `σ`, this says that no two neighbours in it are contracted. -/
def Avoids {N : ℕ} (c m : ℕ) (σ : Perm (Fin N)) : Prop :=
  ∀ i j : Fin N, j.val = i.val + 1 → c ≤ i.val → j.val < c + m → σ i ≠ j

instance {N : ℕ} (c m : ℕ) : DecidablePred (Avoids (N := N) c m) := fun σ => by
  unfold Avoids; infer_instance

/-- Full contractions of `2n` operators in a row without a contraction of neighbours. -/
def openChain (n : ℕ) : Finset (Perm (Fin (2 * n))) :=
  univ.filter fun σ => (∀ i, σ (σ i) = i) ∧ (∀ i, σ i ≠ i) ∧
    ∀ i j : Fin (2 * n), j.val = i.val + 1 → σ i ≠ j

/-- Full contractions of `2n` operators on a ring without a contraction of neighbours. -/
def closedRing (n : ℕ) : Finset (Perm (Fin (2 * n))) :=
  univ.filter fun σ => (∀ i, σ (σ i) = i) ∧ (∀ i, σ i ≠ i) ∧
    ∀ i j : Fin (2 * n), j.val = (i.val + 1) % (2 * n) → σ i ≠ j

/-- The alternating sum over `k` forced neighbour contractions in a segment of `m` operators,
with `2r` operators in all. -/
def alternatingSum (r m : ℕ) : ℤ :=
  ∑ k ∈ range (r + 1), (-1) ^ k * ((m - k).choose k : ℤ) * (oddFactorial (r - k) : ℤ)

private theorem card_split {β : Type*} (S : Finset β) (A B C : β → Prop) [DecidablePred A]
    [DecidablePred B] [DecidablePred C] (h : ∀ x ∈ S, (A x ↔ C x ∧ ¬ B x)) :
    (S.filter A).card + (S.filter fun x => B x ∧ C x).card = (S.filter C).card := by
  simp only [card_filter]
  rw [← sum_add_distrib]
  refine sum_congr rfl fun x hx => ?_
  by_cases hB : B x <;> by_cases hC : C x <;> simp [h x hx, hB, hC]

private theorem swap_mul_off {N : ℕ} {σ : Perm (Fin N)} {a b x : Fin N} (ha : σ a = a)
    (hb : σ b = b) (hxa : x ≠ a) (hxb : x ≠ b) :
    (swap a b * σ) x = σ x ∧ σ x ≠ a ∧ σ x ≠ b := by
  have h1 : σ x ≠ a := fun h => hxa (σ.injective (h.trans ha.symm))
  have h2 : σ x ≠ b := fun h => hxb (σ.injective (h.trans hb.symm))
  exact ⟨by rw [Perm.mul_apply, swap_apply_of_ne_of_ne h1 h2], h1, h2⟩

/-- Contractions of `s` that contract `a` with `b` and satisfy `P` are as many as contractions
of the other operators satisfying `Q`, if `Q` is `P` with the pair `a`, `b` put back. -/
theorem card_remove_pair {N : ℕ} {s : Finset (Fin N)} {a b : Fin N} (hab : a ≠ b)
    (ha : a ∈ s) (hb : b ∈ s) (P Q : Perm (Fin N) → Prop) [DecidablePred P] [DecidablePred Q]
    (h : ∀ σ : Perm (Fin N), σ a = a → σ b = b → (Q σ ↔ P (swap a b * σ))) :
    ((contractions s).filter fun σ => σ a = b ∧ P σ).card =
      ((contractions ((s.erase a).erase b)).filter Q).card := by
  have ss : ∀ σ : Perm (Fin N), swap a b * (swap a b * σ) = σ := fun σ => by
    rw [← mul_assoc, swap_mul_self, one_mul]
  refine card_nbij' (fun σ => swap a b * σ) (fun σ => swap a b * σ) ?_ ?_
    (fun σ _ => ss σ) (fun σ _ => ss σ)
  · -- removing the pair
    intro σ hσ
    obtain ⟨hc, hσa, hP⟩ := mem_filter.1 hσ
    obtain ⟨h1, h2⟩ := (mem_filter.1 hc).2
    have hσb : σ b = a := by rw [← hσa]; exact h1 a
    have va : (swap a b * σ) a = a := by rw [Perm.mul_apply, hσa, swap_apply_right]
    have vb : (swap a b * σ) b = b := by rw [Perm.mul_apply, hσb, swap_apply_left]
    have vx : ∀ x, x ≠ a → x ≠ b → (swap a b * σ) x = σ x := fun x hxa hxb => by
      have := (swap_mul_off va vb hxa hxb).1
      rw [ss] at this
      exact this.symm
    refine mem_filter.2 ⟨mem_filter.2 ⟨mem_univ _, fun x => ?_, fun x => ?_⟩,
      (h _ va vb).2 (by rw [ss]; exact hP)⟩
    · by_cases hxa : x = a
      · rw [hxa, va, va]
      by_cases hxb : x = b
      · rw [hxb, vb, vb]
      have off := (swap_mul_off va vb hxa hxb).2
      rw [vx x hxa hxb] at off ⊢
      rw [vx _ off.1 off.2, h1]
    · by_cases hxa : x = a
      · rw [hxa, va]; simp
      by_cases hxb : x = b
      · rw [hxb, vb]; simp
      rw [vx x hxa hxb, h2 x]; simp [hxa, hxb]
  · -- putting the pair back
    intro σ hσ
    obtain ⟨hc, hQ⟩ := mem_filter.1 hσ
    obtain ⟨h1, h2⟩ := (mem_filter.1 hc).2
    have fa : σ a = a := by
      by_contra hn
      have := (h2 a).1 hn
      simp at this
    have fb : σ b = b := by
      by_contra hn
      have := (h2 b).1 hn
      simp at this
    have va : (swap a b * σ) a = b := by rw [Perm.mul_apply, fa, swap_apply_left]
    have vb : (swap a b * σ) b = a := by rw [Perm.mul_apply, fb, swap_apply_right]
    refine mem_filter.2 ⟨mem_filter.2 ⟨mem_univ _, fun x => ?_, fun x => ?_⟩,
      va, (h σ fa fb).1 hQ⟩
    · by_cases hxa : x = a
      · rw [hxa, va, vb]
      by_cases hxb : x = b
      · rw [hxb, vb, va]
      obtain ⟨e, e1, e2⟩ := swap_mul_off fa fb hxa hxb
      rw [e, (swap_mul_off fa fb e1 e2).1, h1]
    · by_cases hxa : x = a
      · rw [hxa, va]; exact ⟨fun _ => ha, fun _ => hab.symm⟩
      by_cases hxb : x = b
      · rw [hxb, vb]; exact ⟨fun _ => hb, fun _ => hab⟩
      rw [(swap_mul_off fa fb hxa hxb).1, h2 x]; simp [hxa, hxb]

private theorem card_contractions {N : ℕ} (r : ℕ) (s : Finset (Fin N)) (hs : s.card = 2 * r) :
    (contractions s).card = oddFactorial r := by
  induction r generalizing s with
  | zero =>
    have h0 : s = ∅ := card_eq_zero.1 (by omega)
    have h1 : contractions s = {1} := by
      ext σ
      simp only [contractions, mem_filter, mem_univ, true_and, mem_singleton, h0]
      constructor
      · rintro ⟨_, h⟩
        ext x
        by_contra hn
        exact absurd ((h x).1 fun e => hn (by rw [e]; rfl)) (notMem_empty x)
      · rintro rfl
        simp
    rw [h1]; simp [oddFactorial]
  | succ r ih =>
    obtain ⟨a, ha⟩ := card_pos.1 (show 0 < s.card by omega)
    have H : ∀ σ ∈ contractions s, σ a ∈ s.erase a := fun σ hσ => by
      obtain ⟨h1, h2⟩ := (mem_filter.1 hσ).2
      have hm := (h2 a).2 ha
      exact mem_erase.2 ⟨hm, (h2 _).1 fun e => hm (σ.injective e)⟩
    -- sort by the partner of `a`
    rw [card_eq_sum_card_fiberwise (f := fun σ : Perm (Fin N) => σ a) (t := s.erase a)
      (fun σ hσ => H σ hσ)]
    have hf : ∀ b ∈ s.erase a,
        ((contractions s).filter fun σ => σ a = b).card = oddFactorial r := fun b hb => by
      have hp := card_remove_pair (mem_erase.1 hb).1.symm ha (mem_erase.1 hb).2
        (fun _ => True) (fun _ => True) (fun _ _ _ => Iff.rfl)
      simp only [and_true, filter_true] at hp
      rw [hp]
      exact ih _ (by rw [card_erase_of_mem hb, card_erase_of_mem ha]; omega)
    rw [sum_congr rfl hf, sum_const, card_erase_of_mem ha, hs, smul_eq_mul, oddFactorial,
      oddFactorial, prod_range_succ, mul_comm]
    congr 1

/-- Lengthening a non-empty segment by one operator, with at least one pair in all, subtracts the
sum for one pair fewer and a segment shorter by two than the lengthened one. -/
theorem alternatingSum_step (q p : ℕ) :
    alternatingSum (q + 1) (p + 2) = alternatingSum (q + 1) (p + 1) - alternatingSum q p := by
  have e : ∀ m, alternatingSum (q + 1) m = ∑ k ∈ range (q + 1), (-1) ^ (k + 1) *
      ((m - (k + 1)).choose (k + 1) : ℤ) * (oddFactorial (q - k) : ℤ)
        + (oddFactorial (q + 1) : ℤ) := fun m => by
    unfold alternatingSum
    rw [sum_range_succ']
    simp
  rw [e, e, add_sub_right_comm]
  congr 1
  unfold alternatingSum
  rw [← sum_sub_distrib]
  refine sum_congr rfl fun k _ => ?_
  -- Pascal's rule
  have h : (p + 2 - (k + 1)).choose (k + 1) =
      (p - k).choose k + (p + 1 - (k + 1)).choose (k + 1) := by
    rcases Nat.lt_or_ge p k with hk | hk
    · rw [Nat.choose_eq_zero_of_lt (by omega), Nat.choose_eq_zero_of_lt (by omega),
        Nat.choose_eq_zero_of_lt (by omega)]
    · rw [show p + 2 - (k + 1) = (p - k) + 1 by omega,
        show p + 1 - (k + 1) = p - k by omega, Nat.choose_succ_succ]
  rw [h, Nat.cast_add]
  ring

/-- If `2r` operators are contracted and a segment of `m` consecutive ones among them admits no
neighbour contractions, the number of full contractions is the alternating sum. -/
theorem card_segment {N : ℕ} (c m r : ℕ) (s : Finset (Fin N)) (hN : c + m ≤ N)
    (hseg : ∀ i : Fin N, c ≤ i.val → i.val < c + m → i ∈ s) (hs : s.card = 2 * r) :
    (((contractions s).filter (Avoids c m)).card : ℤ) = alternatingSum r m := by
  induction m using Nat.strong_induction_on generalizing r s with
  | _ m ih =>
  by_cases hm : m ≤ 1
  · -- a segment without bonds forbids nothing
    rw [filter_true_of_mem (fun σ _ i j h1 h2 h3 => by omega), card_contractions r s hs]
    unfold alternatingSum
    rw [sum_eq_single 0]
    · simp
    · intro k _ hk
      rw [Nat.choose_eq_zero_of_lt (by omega)]; simp
    · simp
  obtain ⟨p, rfl⟩ : ∃ p, m = p + 2 := ⟨m - 2, by omega⟩
  obtain ⟨a, hav⟩ : ∃ a : Fin N, a.val = c + p := ⟨⟨c + p, by omega⟩, rfl⟩
  obtain ⟨b, hbv⟩ : ∃ b : Fin N, b.val = c + p + 1 := ⟨⟨c + p + 1, by omega⟩, rfl⟩
  have ha : a ∈ s := hseg a (by omega) (by omega)
  have hb : b ∈ s := hseg b (by omega) (by omega)
  have hab : a ≠ b := fun e => by have := congrArg Fin.val e; omega
  have hpos := card_pos.2 ⟨a, ha⟩
  obtain ⟨q, rfl⟩ : ∃ q, r = q + 1 := ⟨r - 1, by omega⟩
  -- split according to whether the last bond is contracted
  have h1 := card_split (contractions s) (Avoids c (p + 2)) (fun σ => σ a = b)
    (Avoids c (p + 1)) (fun σ _ => by
      constructor
      · intro h
        exact ⟨fun i j x y z => h i j x y (by omega), h a b (by omega) (by omega) (by omega)⟩
      · rintro ⟨h, h'⟩ i j x y z
        by_cases hj : j.val = c + p + 1
        · rw [show i = a from Fin.ext (by omega), show j = b from Fin.ext (by omega)]
          exact h'
        · exact h i j x y (by omega))
  have h2 := card_remove_pair hab ha hb (Avoids c (p + 1)) (Avoids c p) (fun σ fa fb => by
    have off : ∀ i : Fin N, i.val < c + p → (swap a b * σ) i = σ i ∧ σ i ≠ a ∧ σ i ≠ b :=
      fun i hi => swap_mul_off fa fb (fun e => by have := congrArg Fin.val e; omega)
        (fun e => by have := congrArg Fin.val e; omega)
    constructor
    · intro h i j x y z
      rw [(off i (by omega)).1]
      by_cases hj : j.val = c + p
      · rw [show j = a from Fin.ext (by omega)]
        exact (off i (by omega)).2.1
      · exact h i j x y (by omega)
    · intro h i j x y z
      rw [← (off i (by omega)).1]
      exact h i j x y (by omega))
  have h3 := ih (p + 1) (by omega) (q + 1) s (by omega)
    (fun i x y => hseg i x (by omega)) hs
  have h4 := ih p (by omega) q ((s.erase a).erase b) (by omega)
    (fun i x y => mem_erase.2 ⟨fun e => by have := congrArg Fin.val e; omega,
      mem_erase.2 ⟨fun e => by have := congrArg Fin.val e; omega, hseg i x (by omega)⟩⟩)
    (by rw [card_erase_of_mem (mem_erase.2 ⟨hab.symm, hb⟩), card_erase_of_mem ha]; omega)
  rw [h2] at h1
  rw [alternatingSum_step, ← h3, ← h4, ← h1]
  push_cast
  ring

private theorem openChain_eq (n : ℕ) :
    openChain n = (contractions univ).filter (Avoids 0 (2 * n)) := by
  ext σ
  simp only [openChain, contractions, mem_filter, mem_univ, true_and, iff_true]
  exact ⟨fun ⟨h1, h2, h3⟩ => ⟨⟨h1, h2⟩, fun i j x _ _ => h3 i j x⟩,
    fun ⟨⟨h1, h2⟩, h3⟩ => ⟨h1, h2, fun i j x => h3 i j x (by omega) (by omega)⟩⟩

/-- The full contractions of `2n` operators in a row that avoid all neighbouring pairs number
`∑ₖ (-1)ᵏ C(2n-k, k) (2n-2k-1)!!`, with `k` from `0` to `n`. -/
theorem card_openChain (n : ℕ) :
    ((openChain n).card : ℤ) = ∑ k ∈ range (n + 1),
      (-1) ^ k * ((2 * n - k).choose k : ℤ) * (oddFactorial (n - k) : ℤ) := by
  rw [openChain_eq]
  exact card_segment 0 (2 * n) n univ (by omega) (fun i _ _ => mem_univ i) (by simp)

/-- Eight operators in a row have 36 full contractions without a neighbouring pair. -/
theorem card_openChain_four : (openChain 4).card = 36 := by
  have h := card_openChain 4
  have e : (∑ k ∈ range (4 + 1), (-1) ^ k * ((2 * 4 - k).choose k : ℤ) *
      (oddFactorial (4 - k) : ℤ)) = 36 := by decide
  rw [e] at h
  exact_mod_cast h

/-- Neighbour-free contractions of a ring of `2n+4` operators, together with those of a row of
`2n+2`, are as many as those of a row of `2n+4`. -/
theorem card_closedRing (n : ℕ) :
    (closedRing (n + 2)).card + (openChain (n + 1)).card = (openChain (n + 2)).card := by
  obtain ⟨a, hav⟩ : ∃ a : Fin (2 * (n + 2)), a.val = 2 * n + 3 := ⟨⟨2 * n + 3, by omega⟩, rfl⟩
  obtain ⟨b, hbv⟩ : ∃ b : Fin (2 * (n + 2)), b.val = 0 := ⟨⟨0, by omega⟩, rfl⟩
  have hab : a ≠ b := fun e => by have := congrArg Fin.val e; omega
  -- the ring forbids one more bond, between the last and the first operator
  have hr : closedRing (n + 2) = (contractions univ).filter
      (fun σ => Avoids 0 (2 * (n + 2)) σ ∧ ¬ σ a = b) := by
    ext σ
    simp only [closedRing, contractions, mem_filter, mem_univ, true_and, iff_true]
    constructor
    · rintro ⟨h1, h2, h3⟩
      refine ⟨⟨h1, h2⟩, fun i j x _ _ => h3 i j ?_, h3 a b ?_⟩
      · rw [Nat.mod_eq_of_lt (by omega)]; exact x
      · rw [show a.val + 1 = 2 * (n + 2) by omega, Nat.mod_self]; exact hbv
    · rintro ⟨⟨h1, h2⟩, h3, h4⟩
      refine ⟨h1, h2, fun i j x => ?_⟩
      by_cases hi : i.val + 1 < 2 * (n + 2)
      · rw [Nat.mod_eq_of_lt hi] at x
        exact h3 i j x (by omega) (by omega)
      · rw [show i.val + 1 = 2 * (n + 2) by omega, Nat.mod_self] at x
        rw [show i = a from Fin.ext (by omega), show j = b from Fin.ext (by omega)]
        exact h4
  have h1 := card_split (contractions univ)
    (fun σ => Avoids 0 (2 * (n + 2)) σ ∧ ¬ σ a = b) (fun σ => σ a = b)
    (Avoids 0 (2 * (n + 2))) (fun _ _ => Iff.rfl)
  have h2 := card_remove_pair hab (mem_univ a) (mem_univ b) (Avoids 0 (2 * (n + 2)))
    (Avoids 1 (2 * (n + 1))) (fun σ fa fb => by
      have off : ∀ i : Fin (2 * (n + 2)), 1 ≤ i.val → i.val < 2 * n + 3 →
          (swap a b * σ) i = σ i ∧ σ i ≠ a ∧ σ i ≠ b := fun i x y =>
        swap_mul_off fa fb (fun e => by have := congrArg Fin.val e; omega)
          (fun e => by have := congrArg Fin.val e; omega)
      constructor
      · intro h i j x _ _
        by_cases hi : i.val = 0
        · rw [show i = b from Fin.ext (by omega), Perm.mul_apply, fb, swap_apply_right]
          exact fun e => by have := congrArg Fin.val e; omega
        rw [(off i (by omega) (by omega)).1]
        by_cases hj : j.val = 2 * n + 3
        · rw [show j = a from Fin.ext (by omega)]
          exact (off i (by omega) (by omega)).2.1
        · exact h i j x (by omega) (by omega)
      · intro h i j x y z
        rw [← (off i y (by omega)).1]
        exact h i j x (by omega) (by omega))
  have h3 := card_segment 1 (2 * (n + 1)) (n + 1) ((univ.erase a).erase b) (by omega)
    (fun i x y => mem_erase.2 ⟨fun e => by have := congrArg Fin.val e; omega,
      mem_erase.2 ⟨fun e => by have := congrArg Fin.val e; omega, mem_univ i⟩⟩)
    (by rw [card_erase_of_mem (mem_erase.2 ⟨hab.symm, mem_univ b⟩),
          card_erase_of_mem (mem_univ a), card_univ, Fintype.card_fin]; omega)
  have h4 : ((openChain (n + 1)).card : ℤ) = alternatingSum (n + 1) (2 * (n + 1)) :=
    card_openChain (n + 1)
  have h5 := Nat.cast_injective (R := ℤ) (h4.trans h3.symm)
  rw [hr, openChain_eq (n + 2), h5, ← h2]
  exact h1

end NeighbourFreeContractions
```

```lean
#print axioms NeighbourFreeContractions.card_openChain_four
-- 'NeighbourFreeContractions.card_openChain_four' depends on axioms: [propext, Classical.choice, Quot.sound]
#print axioms NeighbourFreeContractions.card_closedRing
-- 'NeighbourFreeContractions.card_closedRing' depends on axioms: [propext, Classical.choice, Quot.sound]
```

## Pairings as involutions

Wick's theorem writes the expectation value of a product of $2n$ fermionic field operators in a Slater determinant as a sum over full contractions, that is, over all ways to pair the operators. If every contraction between neighbours vanishes, at most the number of terms above remains.

The operators sit at positions $0,\dots,2n-1$, the elements of `Fin (2 * n)`. A full contraction is a permutation `σ` that sends each position to its partner: `σ (σ i) = i` makes partnership mutual, and `σ i ≠ i` leaves nobody uncontracted. The set `openChain n` adds the condition `σ i ≠ j` whenever `j.val = i.val + 1`. Despite its name, `oddFactorial r` is the double factorial $(2r-1)!!$, a product of $r$ odd numbers. `card_openChain` is an equation between integers, since its terms alternate in sign.

For $n=0$ the count is 1, the empty contraction; for $n=1$ it is 0. For $n=2$ it is $3-3+1=1$: position 0 pairs with 2, and 1 with 3. `card_openChain_four` gives 36 for eight operators.

Only pairings are counted. The file contains no operators, fermionic signs or contraction values, so matching each permutation to a term of a Wick expansion is left to the reader.

Writing `σ i ≠ i + 1`, with addition in `Fin (2 * n)`, would state a different condition. That addition wraps round, making the last and first operators neighbours, and the count for eight operators would drop from 36 to 31.

## Forbidding one bond at a time

Without restrictions, one chosen operator among $2r$ has $2r-1$ possible partners. Removing the pair leaves $2r-2$ operators, so repetition gives $(2r-1)!!$ contractions. This is `card_contractions`, an induction that sorts the contractions by the partner of `a`.

Now forbid neighbour contractions only within a segment of $m$ consecutive positions among the $2r$ contracted ones. The claim, `card_segment`, is that the number of allowed contractions is

$$S(r,m)=\sum_{k=0}^{r}(-1)^k\binom{m-k}{k}(2r-2k-1)!!,$$

called `alternatingSum r m` in the code. The binomial is read as zero when $k>m$.

For $m\le 1$ there is no bond to forbid, and only $k=0$ contributes, giving $(2r-1)!!$. For $m=p+2$ and $r=q+1$, let $a,b$ be the last two positions of the segment. Start from the contractions allowed for the shorter segment of $p+1$ positions and subtract those that pair $a$ with $b$ (`card_split`). In the latter, $a$ is taken, so the bond before it is avoided automatically. Removing the pair leaves $2q$ operators with a restricted segment of $p$ positions. By strong induction on $m$, the number is $S(q+1,p+1)-S(q,p)$.

The removal is `card_remove_pair`: multiplying `σ` by `swap a b` makes both positions fixed points and leaves the other partners alone, as `swap_mul_off` records. The same multiplication puts the pair back, so the map is a bijection.

The sum obeys the same recursion (`alternatingSum_step`). In $S(q+1,p+2)-S(q+1,p+1)$ the $k=0$ terms cancel. Shifting the index by one and using Pascal's rule,

$$\binom{p+1-k}{k+1}-\binom{p-k}{k+1}=\binom{p-k}{k},$$

leaves

$$-\sum_{k=0}^{q}(-1)^k\binom{p-k}{k}(2q-2k-1)!!=-S(q,p).$$

This closes the induction. `openChain_eq` identifies the whole row with a segment of length $2n$, and setting $m=2n$, $r=n$ gives the result.

## Closing the row into a ring

A ring of $2n+4$ operators has one further bond, between the last position and the first. The row contractions that use it become, once that pair is removed, neighbour-free contractions of the $2n+2$ operators in between. Hence `card_closedRing`: the ring count plus the row count for $2n+2$ equals the row count for $2n+4$. The proof reuses `card_split` and `card_remove_pair`, then applies `card_segment` to the inner segment, which starts at position 1. The smallest ring it treats has four operators, where the identity reads $1+0=1$.
